# The split (a, b) of separated fragments with convex energies is lowest exactly when each ionization energy is at least the other's electron affinity

**Q:** Suppose I measure a binding energy from the sum of two fragment energies, with $a$ electrons on fragment A and $b$ on fragment B. If another distribution of the same electrons lies lower, my reference is too high and the binding energy comes out too large. Your criterion compares only ionization energies and affinities, which are one-electron quantities. What protects me from a transfer of two or three electrons?

**A:** Convexity of the fragment energies. Let $E_X(n)$ be the energy of fragment $X$ with $n$ electrons. Define the ionization energy $I_X(n)=E_X(n-1)-E_X(n)$ for $n\ge 1$ and the electron affinity $\alpha_X(n)=E_X(n)-E_X(n+1)$, so that $I_X(n+1)=\alpha_X(n)$. Convexity means

$$E_X(n+1)-E_X(n)\le E_X(n+2)-E_X(n+1),$$

which is $\alpha_X(n+1)\le\alpha_X(n)$. Physically, each added electron is bound no more strongly than the one before it.

Adding $k$ electrons to A therefore releases at most $k$ times the first affinity:

$$E_A(a)-E_A(a+k)=\sum_{j=0}^{k-1}\alpha_A(a+j)\le k\,\alpha_A(a).$$

Now let B start with $b=n+k$ electrons and lose $k\ge1$ of them. The smallest term in the sum is the last one, so

$$E_B(n)-E_B(n+k)=\sum_{j=0}^{k-1}\alpha_B(n+j)\ge k\,\alpha_B(n+k-1)=k\,I_B(b).$$

Subtracting the first line from the second, the transfer of $k$ electrons from B to A costs at least $k\,[I_B(b)-\alpha_A(a)]$. If $\alpha_A(a)\le I_B(b)$, no such transfer lowers the energy, whatever $k$ is. The other direction works the same way with $\alpha_B(b)\le I_A(a)$.

**Q:** That gives sufficiency. Are both inequalities also necessary?

**A:** Yes, for $a,b\ge1$. If $(a,b)$ is lowest, it lies no higher than $(a-1,b+1)$:

$$E_A(a)+E_B(b)\le E_A(a-1)+E_B(b+1),$$

which rearranges to $\alpha_B(b)\le I_A(a)$. Comparison with $(a+1,b-1)$ gives $\alpha_A(a)\le I_B(b)$.

**Q:** Show me numbers.

**A:** Take $a=b=1$, in any energy unit. Let $E_A=0,-5,-6$ and $E_B=0,-10,-14$ for zero, one and two electrons, and let both stay constant beyond that. Both sequences are convex. Here $I_A(1)=5\ge\alpha_B(1)=4$ and $I_B(1)=10\ge\alpha_A(1)=1$. The splits $(1,1)$, $(0,2)$ and $(2,0)$ have energies $-15$, $-14$ and $-6$, so the first is lowest. Now lower $E_B(n)$ to $-16$ for all $n\ge2$. The sequence is still convex, but $\alpha_B(1)=6$ exceeds $I_A(1)=5$, and $(0,2)$ wins with $-16$.

**Q:** And when an inequality fails in general, where do the electrons go?

**A:** Suppose $I_A(a)<\alpha_B(b)$, and consider a split $(m,n)$ of the same total with $m\ge a$, hence $n\le b$. Convexity gives

$$I_A(m)\le I_A(a)<\alpha_B(b)\le\alpha_B(n),$$

so moving one more electron from A to B lowers the energy, and $(m,n)$ was not lowest. Every lowest split therefore has fewer than $a$ electrons on A. A lowest split exists because there are only finitely many candidates. Exchanging the labels treats the case where B is the donor.

**Q:** Now the formal version. What is a fragment there?

**A:** A function `E : ℕ → ℝ`, and nothing more. No Hamiltonian appears, and convexity is a hypothesis on that function, not derived from Coulomb forces.

```lean
import Mathlib

namespace DissociationCharge

noncomputable section

/-- The energies of a fragment, as a function of its electron number, have nondecreasing
successive differences. -/
def ConvexEnergies (E : ℕ → ℝ) : Prop :=
  ∀ n, E (n + 1) - E n ≤ E (n + 2) - E (n + 1)
```

**Q:** Natural-number subtraction in Lean stops at zero. Does that spoil the ionization energy?

**A:** Only at $n=0$, where `ionizationEnergy` returns zero and means nothing physically. The main theorem requires an electron on each fragment, which keeps that value out of its criterion.

```lean
/-- Ionization energy of the fragment with `n` electrons, for `n ≥ 1`. -/
def ionizationEnergy (E : ℕ → ℝ) (n : ℕ) : ℝ := E (n - 1) - E n

/-- Electron affinity of the fragment with `n` electrons. -/
def electronAffinity (E : ℕ → ℝ) (n : ℕ) : ℝ := E n - E (n + 1)
```

Both signs follow the usual convention: a positive ionization energy is a cost, and a positive affinity is a release.

**Q:** Which competitors does "lowest" include?

**A:** All pairs `m n` with `m + n = a + b`, including those that leave one fragment with no electrons. Writing the split as a pair avoids subtraction. The inequality is not strict, so ties are allowed.

```lean
/-- The split with `a` electrons on fragment A and `b` on fragment B has the lowest energy among
all splits of the same total number of electrons between the separated fragments. -/
def IsGroundSplit (EA EB : ℕ → ℝ) (a b : ℕ) : Prop :=
  ∀ m n, m + n = a + b → EA a + EB b ≤ EA m + EB n
```

The energy of a split is the plain sum of fragment energies. This is the limit of infinite separation, with no residual attraction between ions, no fractional charges, and whatever geometry and state went into each $E_X(n)$. For a size-consistency test on fragments so far apart that they do not interact, the criterion tells you whether a proposed pair of fragment charges gives the lowest sum of fragment energies, provided that the energies are convex and the proposed split has at least one electron on each fragment.

**Q:** Then take me through the proof. Where does convexity enter?

**A:** In the monotonicity of the affinity. The first lemma below is the identity $I(n+1)=\alpha(n)$, true by definition. The second turns the convexity inequality into a statement about all pairs of electron numbers, using `antitone_nat_of_succ_le`, which needs only neighbouring ones.

```lean
/-- The ionization energy with `n + 1` electrons is the electron affinity with `n` electrons. -/
theorem ionizationEnergy_succ (E : ℕ → ℝ) (n : ℕ) :
    ionizationEnergy E (n + 1) = electronAffinity E n := rfl

/-- For convex energies the electron affinity does not increase with the electron number. -/
theorem electronAffinity_antitone {E : ℕ → ℝ} (hE : ConvexEnergies E) :
    Antitone (electronAffinity E) := by
  apply antitone_nat_of_succ_le
  intro n
  have h : E (n + 1) - E n ≤ E (n + 1 + 1) - E (n + 1) := hE n
  unfold electronAffinity
  linarith
```

**Q:** And the two sums?

**A:** They become inductions on `k`. In `energy_add`, the step adds one more electron, whose affinity is at most the first one, and `linarith` combines this with the induction hypothesis.

```lean
/-- For convex energies, adding `k` electrons releases at most `k` times the first affinity. -/
theorem energy_add {E : ℕ → ℝ} (hE : ConvexEnergies E) (a k : ℕ) :
    E a - k * electronAffinity E a ≤ E (a + k) := by
  induction k with
  | zero => simp
  | succ k ih =>
    have h : E (a + k) - E (a + k + 1) ≤ electronAffinity E a :=
      electronAffinity_antitone hE (Nat.le_add_right a k)
    show _ ≤ E (a + k + 1)
    push_cast
    linarith
```

For removal, the fragment goes from `c + k` electrons to `c`. The induction step treats the last electron removed separately and applies the hypothesis with `c + 1` in place of `c`. That is why the induction is stated with `generalizing c`.

```lean
/-- For convex energies, removing `k` electrons costs at least `k` times the first ionization
energy. -/
theorem energy_remove {E : ℕ → ℝ} (hE : ConvexEnergies E) (c k : ℕ) :
    E (c + k) + k * ionizationEnergy E (c + k) ≤ E c := by
  induction k generalizing c with
  | zero => simp
  | succ k ih =>
    have h : ionizationEnergy E (c + k + 1) ≤ E c - E (c + 1) :=
      electronAffinity_antitone hE (Nat.le_add_right c k)
    have h' := ih (c + 1)
    rw [show c + 1 + k = c + k + 1 by omega] at h'
    show E (c + k + 1) + ((k + 1 : ℕ) : ℝ) * ionizationEnergy E (c + k + 1) ≤ E c
    push_cast
    linarith
```

Adding the two bounds gives the cost of a transfer from B to A. In this lemma B starts with `n + k` electrons and ends with `n`.

```lean
/-- For convex energies, moving `k` electrons from B to A costs at least `k` times the difference
obtained by subtracting the electron affinity of A from the ionization energy of B, both taken
before the transfer. -/
theorem transfer_cost {EA EB : ℕ → ℝ} (hA : ConvexEnergies EA) (hB : ConvexEnergies EB)
    (a n k : ℕ) :
    EA a + EB (n + k) + k * (ionizationEnergy EB (n + k) - electronAffinity EA a)
      ≤ EA (a + k) + EB n := by
  have h1 := energy_add hA a k
  have h2 := energy_remove hB n k
  linarith
```

**Q:** So the theorem should now be short. Does it state the criterion in the form you gave me?

**A:** Yes. For convex `EA` and `EB` and `a`, `b` at least one, `IsGroundSplit EA EB a b` is equivalent to the pair of inequalities $\alpha_B(b)\le I_A(a)$ and $\alpha_A(a)\le I_B(b)$.

```lean
/-- For convex fragment energies and at least one electron on each fragment, a split is lowest in
energy iff each fragment's ionization energy is at least the other's electron affinity. -/
theorem isGroundSplit_iff {EA EB : ℕ → ℝ} (hA : ConvexEnergies EA) (hB : ConvexEnergies EB)
    {a b : ℕ} (ha : 1 ≤ a) (hb : 1 ≤ b) :
    IsGroundSplit EA EB a b ↔
      electronAffinity EB b ≤ ionizationEnergy EA a ∧
      electronAffinity EA a ≤ ionizationEnergy EB b := by
  constructor
  · -- compare with the two one-electron transfers
    intro h
    obtain ⟨c, rfl⟩ : ∃ c, a = c + 1 := ⟨a - 1, by omega⟩
    obtain ⟨d, rfl⟩ : ∃ d, b = d + 1 := ⟨b - 1, by omega⟩
    have h1 := h c (d + 1 + 1) (by omega)
    have h2 := h (c + 1 + 1) d (by omega)
    simp only [ionizationEnergy_succ, electronAffinity]
    constructor <;> linarith
  · -- any other split moves `k` electrons one way or the other
    rintro ⟨h1, h2⟩ m n hmn
    rcases le_total a m with h | h
    · obtain ⟨k, rfl⟩ := Nat.exists_eq_add_of_le h
      obtain rfl : b = n + k := by omega
      have h3 := transfer_cost hA hB a n k
      have h4 := mul_nonneg (Nat.cast_nonneg k : (0 : ℝ) ≤ k) (sub_nonneg.2 h2)
      linarith
    · obtain ⟨k, rfl⟩ := Nat.exists_eq_add_of_le h
      obtain rfl : n = b + k := by omega
      have h3 := transfer_cost hB hA b m k
      have h4 := mul_nonneg (Nat.cast_nonneg k : (0 : ℝ) ≤ k) (sub_nonneg.2 h1)
      linarith
```

The first half writes `a` as `c + 1` and `b` as `d + 1`, then evaluates the ground-split property at the two one-electron transfers. It never uses convexity. The second half takes any competitor `(m, n)` and asks whether `m` is above or below `a`. The difference is `k`, and `transfer_cost` applies in one direction or, with the fragments exchanged, in the other. The product of `k` with a nonnegative gap is nonnegative, which finishes each case.

**Q:** Ties bother me. When is the lowest split unique?

**A:** The same argument gives the answer: for convex energies and $a,b\ge1$, the split is the only lowest one exactly when both inequalities are strict. With strict gaps, moving $k\ge1$ electrons costs at least $k$ times a positive number. Conversely, a unique minimum lies strictly below both one-electron transfers. This strict version rests on the reasoning just given, not on the code.

**Q:** What does the code say about the case where charge does move?

**A:** Two things. First, a lowest split exists for any total `N` and any energies, convex or not. The proof minimises over the electron number of A, which runs from zero to `N`.

```lean
/-- For any fragment energies, `N` electrons have a split of lowest energy. -/
theorem exists_groundSplit (EA EB : ℕ → ℝ) (N : ℕ) :
    ∃ m n, m + n = N ∧ IsGroundSplit EA EB m n := by
  -- minimise over the finitely many electron numbers of fragment A
  obtain ⟨k, hk, hmin⟩ := Finset.exists_min_image (Finset.range (N + 1))
    (fun k => EA k + EB (N - k)) ⟨0, by simp⟩
  have hkN : k < N + 1 := Finset.mem_range.1 hk
  refine ⟨k, N - k, by omega, fun m n h => ?_⟩
  have hm := hmin m (Finset.mem_range.2 (by omega))
  have hn : N - m = n := by omega
  simp only [hn] at hm
  exact hm
```

Second, for convex energies and $a\ge1$, if $I_A(a)<\alpha_B(b)$, every lowest split of the same total has `m < a`. The proof assumes the contrary and writes `m` as `d + 1`. It then compares with the split `(d, n + 1)`, which has one more electron moved to B. Monotonicity of the two affinities supplies the chain of inequalities above, and `linarith` finds the contradiction. Here `b` may be zero.

```lean
/-- For convex fragment energies and `a ≥ 1`, if the ionization energy of A with `a` electrons is
below the electron affinity of B with `b` electrons, every lowest-energy split of `a + b` electrons
leaves fewer than `a` of them on A. -/
theorem charge_transfer {EA EB : ℕ → ℝ} (hA : ConvexEnergies EA) (hB : ConvexEnergies EB)
    {a b m n : ℕ} (ha : 1 ≤ a) (hlt : ionizationEnergy EA a < electronAffinity EB b)
    (hmn : m + n = a + b) (h : IsGroundSplit EA EB m n) : m < a := by
  by_contra hma
  obtain ⟨c, rfl⟩ : ∃ c, a = c + 1 := ⟨a - 1, by omega⟩
  obtain ⟨d, rfl⟩ : ∃ d, m = d + 1 := ⟨m - 1, by omega⟩
  -- one more electron moved from A to B would still lower the energy
  have h0 := h d (n + 1) (by omega)
  have h1 := electronAffinity_antitone hA (show c ≤ d by omega)
  have h2 := electronAffinity_antitone hB (show n ≤ b by omega)
  rw [ionizationEnergy_succ] at hlt
  simp only [electronAffinity] at h1 h2 hlt
  linarith
```

**Q:** Is there a familiar model that satisfies the hypotheses?

**A:** A parabola in the electron number. Take a reference number $N$, an electronegativity $\chi$ and a curvature $\eta$, and set

$$E(n)=-\chi\,(n-N)+\tfrac{\eta}{2}(n-N)^2,$$

with the energy of the reference fragment chosen as zero.

```lean
/-- Parabolic fragment energy about the reference electron number `N`, with electronegativity `χ`
and curvature `η`. -/
def parabolicEnergy (N : ℕ) (χ η : ℝ) (n : ℕ) : ℝ :=
  -χ * ((n : ℝ) - N) + η / 2 * ((n : ℝ) - N) ^ 2
```

Direct substitution gives $I(N)=\chi+\eta/2$ for $N\ge1$ and $\alpha(N)=\chi-\eta/2$. Thus $\chi$ is the mean of ionization energy and affinity, and $\eta$ is their difference. The difference between successive energy steps is $\eta$, so $\eta\ge0$ is what makes the parabola convex. With reference numbers $a$ and $b$, the two inequalities become

$$\chi_B-\chi_A\le\frac{\eta_A+\eta_B}{2},\qquad \chi_A-\chi_B\le\frac{\eta_A+\eta_B}{2},$$

which together say $|\chi_A-\chi_B|\le(\eta_A+\eta_B)/2$. In this model, therefore, a difference in electronegativity makes the reference split unfavourable only if it exceeds the mean curvature.

```lean
/-- For parabolic energies with nonnegative curvatures and at least one electron on each fragment,
the reference split is lowest iff the electronegativities differ by at most the mean curvature. -/
theorem parabolic_groundSplit_iff {a b : ℕ} (ha : 1 ≤ a) (hb : 1 ≤ b) {χA χB ηA ηB : ℝ}
    (hηA : 0 ≤ ηA) (hηB : 0 ≤ ηB) :
    IsGroundSplit (parabolicEnergy a χA ηA) (parabolicEnergy b χB ηB) a b ↔
      |χA - χB| ≤ (ηA + ηB) / 2 := by
  have hconv : ∀ (N : ℕ) (χ η : ℝ), 0 ≤ η → ConvexEnergies (parabolicEnergy N χ η) := by
    intro N χ η hη n
    simp only [parabolicEnergy]
    push_cast
    nlinarith [hη]
  have hI : ∀ (N : ℕ) (χ η : ℝ), 1 ≤ N →
      ionizationEnergy (parabolicEnergy N χ η) N = χ + η / 2 := by
    intro N χ η hN
    simp only [ionizationEnergy, parabolicEnergy]
    rw [Nat.cast_sub hN]
    push_cast
    ring
  have hAff : ∀ (N : ℕ) (χ η : ℝ),
      electronAffinity (parabolicEnergy N χ η) N = χ - η / 2 := by
    intro N χ η
    simp only [electronAffinity, parabolicEnergy]
    push_cast
    ring
  rw [isGroundSplit_iff (hconv a χA ηA hηA) (hconv b χB ηB hηB) ha hb,
    hI a χA ηA ha, hI b χB ηB hb, hAff, hAff, abs_le]
  constructor
  · rintro ⟨h1, h2⟩
    constructor <;> linarith
  · rintro ⟨h1, h2⟩
    constructor <;> linarith
```

The three local statements `hconv`, `hI` and `hAff` are convexity, the ionization energy and the affinity. The main theorem is then rewritten with them, and `abs_le` splits the absolute value into the two inequalities.

**Q:** Last doubt: if only one of the fragments is convex, does the criterion survive?

**A:** Not in general. Let A have energy $-1$ with four electrons and zero otherwise, and let B have zero energy throughout. These sequences are artificial: the ground-state energy of a real fragment would not rise when a fifth electron is added, since that electron could stay far away.

```lean
/-- A fragment energy that is lowered only when four electrons are present. -/
def pairingEnergy (n : ℕ) : ℝ := if n = 4 then -1 else 0
```

From the split $(2,2)$, either one-electron transfer leaves the total energy at zero, so both inequalities hold as equalities. Moving a pair to A gives $(4,0)$ with energy $-1$. B is convex here and A is not, so convexity of B alone does not make the two inequalities sufficient.

```lean
/-- With the non-convex `pairingEnergy` on A and zero energy on B, the split (2, 2) meets both
inequalities between ionization energy and affinity, yet it is not lowest in energy. -/
theorem convexity_needed :
    (electronAffinity (fun _ => 0) 2 ≤ ionizationEnergy pairingEnergy 2 ∧
      electronAffinity pairingEnergy 2 ≤ ionizationEnergy (fun _ => 0) 2) ∧
    ¬ IsGroundSplit pairingEnergy (fun _ => 0) 2 2 := by
  refine ⟨⟨?_, ?_⟩, fun h => ?_⟩
  · norm_num [electronAffinity, ionizationEnergy, pairingEnergy]
  · norm_num [electronAffinity, ionizationEnergy, pairingEnergy]
  · -- moving a pair of electrons to A lowers the energy
    have h4 := h 4 0 (by norm_num)
    norm_num [pairingEnergy] at h4

end

end DissociationCharge
```

The proof evaluates both inequalities numerically, then tests the supposed ground split against `4` and `0`, which yields a false inequality.

```lean
#print axioms DissociationCharge.isGroundSplit_iff
#print axioms DissociationCharge.charge_transfer
#print axioms DissociationCharge.parabolic_groundSplit_iff
#print axioms DissociationCharge.convexity_needed
```

```
'DissociationCharge.isGroundSplit_iff' depends on axioms: [propext, Classical.choice, Quot.sound]
'DissociationCharge.charge_transfer' depends on axioms: [propext, Classical.choice, Quot.sound]
'DissociationCharge.parabolic_groundSplit_iff' depends on axioms: [propext, Classical.choice, Quot.sound]
'DissociationCharge.convexity_needed' depends on axioms: [propext, Classical.choice, Quot.sound]
```
